# The static COHSEX self-energy without bare exchange as a sum over orbitals and screening modes

On a finite set of sites, with orthonormal orbitals φₙ that form a complete basis, take the static screened interaction without its bare part to be Wc(r,r') = −2 ∑ₛ Bₛ(r,r')/Ωₛ, summed over screening modes s. The COHSEX self-energy without bare exchange is then −ρ(r,r') Wc(r,r') + δ(r,r') Wc(r,r)/2, where ρ(r,r') = ∑ₙ fₙ φₙ(r) φₙ(r')* is the density matrix. `cohsex_eq_sum` writes it as a double sum over n and s of φₙ(r) φₙ(r')* Bₛ(r,r') times fₙ/Ωₛ − (1 − fₙ)/Ωₛ, so that filled and empty orbitals enter with opposite signs. The occupations fₙ are any real numbers, the Bₛ are any complex matrices, and the real mode energies Ωₛ are meant to be nonzero. The proof first shows, as `h`, that the double sum equals 2ρ(r,r') minus the sum of all orbital products, times ∑ₛ Bₛ(r,r')/Ωₛ. Completeness then turns the sum of orbital products into the site delta, and the cases r = r' and r ≠ r' are checked separately.

This version doesn't compile in Lean 4 with Mathlib:

```lean
import Mathlib

open Filter Topology ComplexConjugate

namespace CohsexEqSum

noncomputable section

variable {ι ν σ : Type*} [Fintype ι] [DecidableEq ι] [Fintype ν] [Fintype σ]

/-- The kernel `∑ₙ gₙ φₙ(r) φₙ(r')*` of the operator with eigenvalues `gₙ` in the orbitals `φₙ`.
Occupations `g = f` give the density matrix, energies `g = e` the one-particle Hamiltonian. -/
def orbitalKernel (φ : OrthonormalBasis ν ℂ (EuclideanSpace ℂ ι)) (g : ν → ℝ) (r r' : ι) : ℂ :=
  ∑ n, (g n : ℂ) * ((φ n).ofLp r * conj ((φ n).ofLp r'))

/-- The static screened interaction without its bare part, `Wc = -2 ∑ₛ Bₛ / Ωₛ`,
for nonzero mode energies. -/
def staticW (B : σ → Matrix ι ι ℂ) (Ω : σ → ℝ) (r r' : ι) : ℂ :=
  -2 * ∑ s, B s r r' / Ω s

/-- The COHSEX self-energy without bare exchange: screened exchange `-ρ(r,r') Wc(r,r')` plus the
local Coulomb hole `δ(r,r') Wc(r,r) / 2`, for nonzero mode energies. -/
def cohsex (φ : OrthonormalBasis ν ℂ (EuclideanSpace ℂ ι)) (f : ν → ℝ)
    (B : σ → Matrix ι ι ℂ) (Ω : σ → ℝ) (r r' : ι) : ℂ :=
  -orbitalKernel φ f r r' * staticW B Ω r r' + if r = r' then staticW B Ω r r / 2 else 0

/-- Completeness: the orbital products summed over all states, occupied and empty, give the
site delta. -/
theorem completeness (φ : OrthonormalBasis ν ℂ (EuclideanSpace ℂ ι)) (r r' : ι) :
    ∑ n, (φ n).ofLp r * conj ((φ n).ofLp r') = if r = r' then 1 else 0 := by
  have h := φ.sum_inner_mul_inner (EuclideanSpace.single r (1 : ℂ))
    (EuclideanSpace.single r' (1 : ℂ))
  rw [EuclideanSpace.inner_single_left] at h
  simpa [EuclideanSpace.inner_single_left, EuclideanSpace.inner_single_right,
    Pi.single_apply] using h

/-- COHSEX as a sum over orbitals and modes: occupied states enter with `1 / Ω`, empty states
with `-1 / Ω`. -/
theorem cohsex_eq_sum (φ : OrthonormalBasis ν ℂ (EuclideanSpace ℂ ι)) (f : ν → ℝ)
    (B : σ → Matrix ι ι ℂ) (Ω : σ → ℝ) (r r' : ι) :
    cohsex φ f B Ω r r' = ∑ n, ∑ s, (φ n).ofLp r * conj ((φ n).ofLp r') * B s r r' *
      (f n * (1 / (Ω s : ℂ)) + (1 - f n) * (1 / (-(Ω s : ℂ)))) := by
  have h : (2 * orbitalKernel φ f r r' - ∑ n, (φ n).ofLp r * conj ((φ n).ofLp r')) *
      ∑ s, B s r r' / Ω s = ∑ n, ∑ s, (φ n).ofLp r * conj ((φ n).ofLp r') * B s r r' *
      (f n * (1 / (Ω s : ℂ)) + (1 - f n) * (1 / (-(Ω s : ℂ)))) := by
    unfold orbitalKernel
    rw [Finset.mul_sum, ← Finset.sum_sub_distrib, Finset.sum_mul_sum]
    refine Finset.sum_congr rfl fun n _ => Finset.sum_congr rfl fun s _ => ?_
    rw [div_neg]
    ring
  -- completeness makes the Coulomb hole local
  rw [← h, completeness]
  unfold cohsex staticW
  by_cases hr : r = r'
  · subst hr
    simp only [if_true]
    ring
  · simp only [if_neg hr]
    ring

end

end CohsexEqSum
```

The error:

```
Main.lean:47:24: error: Tactic `rewrite` failed: Did not find an occurrence of the pattern
  ∑ x ∈ ?m.222, ?f x - ∑ x ∈ ?m.222, ?g x
in the target expression
  ∑ i,
      (2 * ∑ n, ↑(f n) * ((φ n).ofLp r * (starRingEnd ((fun x => ℂ) r')) ((φ n).ofLp r')) -
          ∑ n, (φ n).ofLp r * (starRingEnd ((fun x => ℂ) r')) ((φ n).ofLp r')) *
        (B i r r' / ↑(Ω i)) =
    ∑ n,
      ∑ s,
        (φ n).ofLp r * (starRingEnd ((fun x => ℂ) r')) ((φ n).ofLp r') * B s r r' *
          (↑(f n) * (1 / ↑(Ω s)) + (1 - ↑(f n)) * (1 / -↑(Ω s)))

ι : Type u_1
ν : Type u_2
σ : Type u_3
inst✝³ : Fintype ι
inst✝² : DecidableEq ι
inst✝¹ : Fintype ν
inst✝ : Fintype σ
φ : OrthonormalBasis ν ℂ (EuclideanSpace ℂ ι)
f : ν → ℝ
B : σ → Matrix ι ι ℂ
Ω : σ → ℝ
r r' : ι
⊢ ∑ i,
      (2 * ∑ n, ↑(f n) * ((φ n).ofLp r * (starRingEnd ((fun x => ℂ) r')) ((φ n).ofLp r')) -
          ∑ n, (φ n).ofLp r * (starRingEnd ((fun x => ℂ) r')) ((φ n).ofLp r')) *
        (B i r r' / ↑(Ω i)) =
    ∑ n,
      ∑ s,
        (φ n).ofLp r * (starRingEnd ((fun x => ℂ) r')) ((φ n).ofLp r') * B s r r' *
          (↑(f n) * (1 / ↑(Ω s)) + (1 - ↑(f n)) * (1 / -↑(Ω s)))

Note: The target expression is not type-correct under the `implicit` transparency level, which may have triggered the failure. This is usually caused by unfolding of semireducible definitions in prior tactic steps. Use `set_option linter.tacticCheckInstances true` to investigate the source of the issue.
Full error:
  function expected
    B i r
```

Diagnosis. The error says that `← Finset.sum_sub_distrib` found no difference of two sums to merge. The step before it had rewritten the wrong product. `Finset.mul_sum` moves a factor into a sum standing on its right, and with no arguments given it took the outer product, whose right factor is the sum over modes. The target in the message shows the result: the whole bracket now stands inside the sum over `i`, while `2 * ∑ n, …` is unchanged. The bracket is therefore a product minus a sum, which does not fit the pattern.

The repair gives `Finset.mul_sum` its factor, `(2 : ℂ)`, so that only `2 * ∑ n, …` matches. The 2 moves into the orbital sum, the two orbital sums merge, and `Finset.sum_mul_sum` expands their product with the mode sum.

Lean's note that the target is not type-correct at `implicit` transparency, because the matrix `B i` is applied like a function, offers only a possible cause. The missing pattern explains the failure without it, and the repair leaves the matrix entries as they were.

As a diff, the version that Lean accepts:

```diff
@@ -45,5 +45,5 @@
       (f n * (1 / (Ω s : ℂ)) + (1 - f n) * (1 / (-(Ω s : ℂ)))) := by
     unfold orbitalKernel
-    rw [Finset.mul_sum, ← Finset.sum_sub_distrib, Finset.sum_mul_sum]
+    rw [Finset.mul_sum _ _ (2 : ℂ), ← Finset.sum_sub_distrib, Finset.sum_mul_sum]
     refine Finset.sum_congr rfl fun n _ => Finset.sum_congr rfl fun s _ => ?_
     rw [div_neg]
```
